# On a two-site ring, the position variance of a Wannier function depends on the phases of the Bloch states

**Q:** Before I sum Bloch states from a diagonalisation into Wannier functions and quote their spread, I have to settle the phases, because the eigenvalue problem leaves the phase of each state free. Does that step matter even with only two Bloch states?

**A:** It does. Take a ring with sites $x=0,1$ and Bloch states $\psi_0=(1,1)/\sqrt2$ and $\psi_1=(1,-1)/\sqrt2$. Replacing $\psi_1$ by $i\psi_1$ changes the variance of the Wannier function at cell 0 from $0$ to $1/4$. For this single-band model, a spread quoted without its phase choice is therefore incomplete. The Lean file starts with its import and namespace.

```lean
import Mathlib

open ComplexConjugate

namespace TwoSiteWannier

noncomputable section
```

**Q:** Are those really Bloch states, or just two convenient vectors?

**A:** With momentum index $k=0,1$ they are
$$\psi_k(x)=\frac{(-1)^{kx}}{\sqrt2}.$$
The crystal momentum is $\pi k$, so the usual factor $e^{i\pi kx}$ is a sign. A translation by one site multiplies $\psi_k$ by $(-1)^k$, as proved below in `bloch_translate`.

```lean
/-- The Bloch state with momentum index `k` on a ring of two sites: `(1, 1)/√2` for `k = 0`
and `(1, -1)/√2` for `k = 1`. -/
def bloch (k x : Fin 2) : ℂ := (-1) ^ ((k : ℕ) * (x : ℕ)) / ((√2 : ℝ) : ℂ)
```

**Q:** And what counts as a gauge?

**A:** A pair of complex numbers $u_0,u_1$ with $|u_k|=1$, where $u_k$ multiplies $\psi_k$. This is the freedom left in a normalised eigenvector of the translation, whose eigenvalues $1$ and $-1$ are non-degenerate here. With one band there is no mixing between bands to include.

```lean
/-- A gauge is a choice of one phase factor for each Bloch state. -/
def IsGauge (u : Fin 2 → ℂ) : Prop := ∀ k, ‖u k‖ = 1
```

The Wannier function at cell $R=0,1$ is the discrete Fourier sum
$$w_R(x)=\frac1{\sqrt2}\sum_{k=0}^{1}(-1)^{kR}u_k\psi_k(x).$$
The sign convention in the Fourier exponent makes no difference here, since $e^{\pm i\pi kR}$ are equal.

```lean
/-- The Wannier function at cell `R`: the discrete Fourier sum of the Bloch states, each
multiplied by its factor `u k`. -/
def wannier (u : Fin 2 → ℂ) (R x : Fin 2) : ℂ :=
  (∑ k : Fin 2, (-1) ^ ((k : ℕ) * (R : ℕ)) * (u k * bloch k x)) / ((√2 : ℝ) : ℂ)
```

**Q:** Position on a ring is a delicate notion. Which one is used?

**A:** The ring is cut open and the sites get coordinates 0 and 1. With $p_x=|w(x)|^2$, the mean is $\bar x=\sum_x x\,p_x$.

```lean
/-- The mean position, with the sites at coordinates 0 and 1. -/
def meanPosition (w : Fin 2 → ℂ) : ℝ := ∑ x : Fin 2, ((x : ℕ) : ℝ) * Complex.normSq (w x)
```

The variance is $\sum_x(x-\bar x)^2p_x$. Both definitions accept any complex function on the sites, so they have their statistical meaning only once $w$ is normalised.

```lean
/-- The position variance: the mean squared distance from the mean position. -/
def positionVariance (w : Fin 2 → ℂ) : ℝ :=
  ∑ x : Fin 2, (((x : ℕ) : ℝ) - meanPosition w) ^ 2 * Complex.normSq (w x)
```

**Q:** Then start with the translation property. What happens at the edge?

**A:** The type `Fin 2` has addition modulo 2, so $x+1$ returns to 0 from site 1. The extra factor would be $(-1)^{2k}=1$, so the eigenvalue is the same at both sites. The proof checks all four pairs $(k,x)$.

```lean
/-- Translation by one site multiplies the Bloch state `k` by `(-1)^k`. -/
theorem bloch_translate : ∀ k x : Fin 2, bloch k (x + 1) = (-1) ^ (k : ℕ) * bloch k x := by
  have h : (1 + 1 : Fin 2) = 0 := rfl
  simp [Fin.forall_fin_two, bloch, neg_div, h]
```

**Q:** Now the amplitudes, please, with the steps.

**A:** Insert $\psi_k$ into the sum. The two factors $1/\sqrt2$ combine to $1/2$, and the signs combine to $(-1)^{k(R+x)}$:
$$w_R(x)=\frac{u_0+(-1)^{R+x}u_1}{2}.$$
In Lean, `key` combines the square roots and `ring` finishes the algebra.

```lean
/-- The amplitude of a Wannier function on each site, in terms of the two Bloch factors. -/
theorem wannier_apply (u : Fin 2 → ℂ) (R x : Fin 2) :
    wannier u R x = (u 0 + (-1) ^ ((R : ℕ) + (x : ℕ)) * u 1) / 2 := by
  have h : ((√2 : ℝ) : ℂ) * ((√2 : ℝ) : ℂ) = 2 := by
    rw [← Complex.ofReal_mul, Real.mul_self_sqrt (by norm_num)]
    norm_num
  -- the two normalisation factors combine to one half
  have key : ∀ a : ℂ, a / 2 = a / ((√2 : ℝ) : ℂ) / ((√2 : ℝ) : ℂ) := by
    intro a
    rw [div_div, h]
  rw [key]
  simp only [wannier, bloch, Fin.sum_univ_two, Fin.val_zero, Fin.val_one, zero_mul, one_mul,
    pow_zero, pow_add]
  ring
```

**Q:** Does normalisation survive an arbitrary choice of phases?

**A:** Yes. First, $\bar u_ku_k=|u_k|^2=1$.

```lean
/-- A phase factor times its conjugate is one. -/
theorem IsGauge.conj_mul_self {u : Fin 2 → ℂ} (hu : IsGauge u) (k : Fin 2) :
    conj (u k) * u k = 1 := by
  rw [mul_comm, Complex.mul_conj, Complex.normSq_eq_norm_sq, hu k]
  norm_num
```

Then, for cells $R$ and $S$, multiply out the overlap. The cross terms carry $(-1)^x$ and cancel in the sum over $x$, leaving
$$\sum_x\overline{w_R(x)}\,w_S(x)=\frac{|u_0|^2+(-1)^{R+S}|u_1|^2}{2}=\frac{1+(-1)^{R+S}}2=\delta_{RS}.$$
Lean treats the four pairs $(R,S)$ separately. Each `linear_combination` adds or subtracts the two identities $\bar u_ku_k=1$, as the formula does. The case $R=S$ makes the $p_x$ a genuine probability distribution.

```lean
/-- In every gauge the two Wannier functions are orthonormal. -/
theorem wannier_orthonormal {u : Fin 2 → ℂ} (hu : IsGauge u) :
    ∀ R S : Fin 2, ∑ x, conj (wannier u R x) * wannier u S x = if R = S then 1 else 0 := by
  have h0 := hu.conj_mul_self 0
  have h1 := hu.conj_mul_self 1
  simp only [Fin.forall_fin_two, Fin.sum_univ_two, wannier_apply, map_div₀, map_add, map_mul,
    map_pow, map_neg, map_one, map_ofNat, Fin.val_zero, Fin.val_one, zero_ne_one, one_ne_zero,
    if_true, if_false]
  refine ⟨⟨?_, ?_⟩, ⟨?_, ?_⟩⟩
  · linear_combination (h0 + h1) / 2
  · linear_combination (h0 - h1) / 2
  · linear_combination (h0 - h1) / 2
  · linear_combination (h0 + h1) / 2
```

**Q:** So where does the gauge enter the density?

**A:** Through interference. Write $\bar u_0u_1=c+is$ with $c,s$ real. Then
$$|w_R(x)|^2=\frac{|u_0|^2+|u_1|^2+2(-1)^{R+x}c}{4}=\frac{1+(-1)^{R+x}c}{2}.$$
The proof splits on the parity of $R+x$, which fixes the sign of the interference term, and then uses $|u_0|^2=|u_1|^2=1$.

```lean
/-- The probability of finding the electron on site `x` depends on the gauge only through the
real part of the relative phase factor. -/
theorem wannier_density {u : Fin 2 → ℂ} (hu : IsGauge u) (R x : Fin 2) :
    Complex.normSq (wannier u R x) =
      (1 + (-1) ^ ((R : ℕ) + (x : ℕ)) * (conj (u 0) * u 1).re) / 2 := by
  have hn : ∀ k, (u k).re * (u k).re + (u k).im * (u k).im = 1 := by
    intro k
    rw [← Complex.normSq_apply, Complex.normSq_eq_norm_sq, hu k]
    norm_num
  have h4 : Complex.normSq 2 = 4 := by norm_num [Complex.normSq_apply]
  rw [wannier_apply, map_div₀, h4, Complex.normSq_apply]
  -- the interference term has sign plus or minus according to the parity of R + x
  rcases Nat.even_or_odd ((R : ℕ) + (x : ℕ)) with h | h
  · have hc : (-1 : ℂ) ^ ((R : ℕ) + (x : ℕ)) = 1 := h.neg_one_pow
    have hr : (-1 : ℝ) ^ ((R : ℕ) + (x : ℕ)) = 1 := h.neg_one_pow
    rw [hc, hr]
    simp only [one_mul, Complex.add_re, Complex.add_im, Complex.mul_re, Complex.conj_re,
      Complex.conj_im]
    linear_combination (hn 0 + hn 1) / 4
  · have hc : (-1 : ℂ) ^ ((R : ℕ) + (x : ℕ)) = -1 := h.neg_one_pow
    have hr : (-1 : ℝ) ^ ((R : ℕ) + (x : ℕ)) = -1 := h.neg_one_pow
    rw [hc, hr]
    simp only [neg_mul, one_mul, Complex.add_re, Complex.add_im, Complex.neg_re, Complex.neg_im,
      Complex.mul_re, Complex.conj_re, Complex.conj_im]
    linear_combination (hn 0 + hn 1) / 4
```

**Q:** And the variance follows from that?

**A:** For coordinates 0 and 1 the mean is $p_1$, so the variance is
$$p_1^2p_0+(1-p_1)^2p_1=p_0p_1=\frac{(1+c)(1-c)}4=\frac{1-c^2}{4}=\frac{s^2}{4}.$$
The second form uses $p_0+p_1=1$, and the last step uses $c^2+s^2=|\bar u_0u_1|^2=1$, which is `hz` in the proof. The two values of $(-1)^R$ only exchange $p_0$ and $p_1$, so both Wannier functions have the same variance.

```lean
/-- The position variance of either Wannier function is one quarter of the squared imaginary
part of the relative phase factor. -/
theorem variance_formula {u : Fin 2 → ℂ} (hu : IsGauge u) (R : Fin 2) :
    positionVariance (wannier u R) = (conj (u 0) * u 1).im ^ 2 / 4 := by
  have hz : (conj (u 0) * u 1).re * (conj (u 0) * u 1).re
      + (conj (u 0) * u 1).im * (conj (u 0) * u 1).im = 1 := by
    rw [← Complex.normSq_apply, Complex.normSq_mul, Complex.normSq_conj,
      Complex.normSq_eq_norm_sq, Complex.normSq_eq_norm_sq, hu 0, hu 1]
    norm_num
  simp only [positionVariance, meanPosition, Fin.sum_univ_two, wannier_density hu,
    Fin.val_zero, Fin.val_one, Nat.cast_zero, Nat.cast_one, pow_add, pow_one]
  rcases neg_one_pow_eq_or ℝ (R : ℕ) with h | h <;> rw [h] <;>
    linear_combination (-1 / 4) * hz
```

**Q:** I still dislike cutting the ring. Would a periodic position change the verdict?

**A:** No. The phase $e^{i\pi x}=(-1)^x$ respects the periodicity, and its mean is $z=p_0-p_1=\pm c$. The spread $1-|z|^2=s^2$ is four times the variance used here. With this measure the numbers are rescaled by that factor, and the dependence on the gauge remains.

**Q:** How bad can the spread get?

**A:** Since $s^2=1-c^2\le1$, it never exceeds $1/4$. Lean obtains this from $c^2\ge0$.

```lean
/-- In every gauge the position variance is at most 1/4. -/
theorem variance_le {u : Fin 2 → ℂ} (hu : IsGauge u) (R : Fin 2) :
    positionVariance (wannier u R) ≤ 1 / 4 := by
  have hz : Complex.normSq (conj (u 0) * u 1) = 1 := by
    rw [Complex.normSq_mul, Complex.normSq_conj,
      Complex.normSq_eq_norm_sq, Complex.normSq_eq_norm_sq, hu 0, hu 1]
    norm_num
  rw [Complex.normSq_apply] at hz
  rw [variance_formula hu]
  nlinarith [mul_self_nonneg (conj (u 0) * u 1).re]
```

**Q:** And which gauges localise the electron completely?

**A:** Those with $u_1=\pm u_0$. If the variance is zero, then $s=0$ and $c^2=1$, so $\bar u_0u_1=\pm1$; multiplying by $u_0$ gives $u_1=\pm u_0$. Conversely, either relation makes $\bar u_0u_1$ real. The minus sign moves $w_0$ from site 0 to site 1 without broadening it. If an eigensolver returns both Bloch states as real vectors, then $u_k=\pm1$ and the variance is 0; a complex relative phase is needed to see the broadening on this ring. The proof follows the same two directions.

```lean
/-- The position variance vanishes exactly when the two phase factors agree up to a sign. -/
theorem variance_eq_zero_iff {u : Fin 2 → ℂ} (hu : IsGauge u) (R : Fin 2) :
    positionVariance (wannier u R) = 0 ↔ u 1 = u 0 ∨ u 1 = -u 0 := by
  have hc := hu.conj_mul_self 0
  rw [variance_formula hu]
  constructor
  · intro h
    have him : (conj (u 0) * u 1).im = 0 := by
      have h2 : (conj (u 0) * u 1).im ^ 2 = 0 := by linarith
      exact pow_eq_zero_iff (two_ne_zero) |>.mp h2
    have hz : Complex.normSq (conj (u 0) * u 1) = 1 := by
      rw [Complex.normSq_mul, Complex.normSq_conj,
        Complex.normSq_eq_norm_sq, Complex.normSq_eq_norm_sq, hu 0, hu 1]
      norm_num
    rw [Complex.normSq_apply, him, mul_zero, add_zero] at hz
    -- a real phase factor is plus or minus one
    rcases mul_self_eq_one_iff.mp hz with hr | hr
    · have h1 : conj (u 0) * u 1 = 1 :=
        Complex.ext (by rw [hr, Complex.one_re]) (by rw [him, Complex.one_im])
      left
      linear_combination u 0 * h1 - u 1 * hc
    · have h1 : conj (u 0) * u 1 = -1 :=
        Complex.ext (by rw [hr, Complex.neg_re, Complex.one_re])
          (by rw [him, Complex.neg_im, Complex.one_im, neg_zero])
      right
      linear_combination u 0 * h1 - u 1 * hc
  · rintro (h | h)
    · rw [h, hc]
      norm_num
    · rw [h, mul_neg, hc]
      norm_num
```

**Q:** Then show me the counter-example itself.

**A:** For $(u_0,u_1)=(1,1)$, the amplitude formula gives $w_0=(1,0)$, and $s=0$ gives variance 0. For $(1,i)$ it gives
$$w_0=\left(\frac{1+i}2,\frac{1-i}2\right),$$
with probability $1/2$ on each site. Here $s=1$, so the variance is $1/4$, the largest possible value. The theorem states the amplitudes and variances for both pairs, and that both pairs are gauges. Its proof evaluates `wannier_apply` for the amplitudes and `variance_formula` for the variances.

```lean
/-- Multiplying the second Bloch state by `i` changes the Wannier function at cell 0 from
`(1, 0)`, with variance 0, to `((1+i)/2, (1-i)/2)`, with variance 1/4. -/
theorem spread_depends_on_gauge :
    (IsGauge ![1, 1] ∧ wannier ![1, 1] 0 = ![1, 0] ∧
      positionVariance (wannier ![1, 1] 0) = 0) ∧
    (IsGauge ![1, Complex.I] ∧
      wannier ![1, Complex.I] 0 = ![(1 + Complex.I) / 2, (1 - Complex.I) / 2] ∧
      positionVariance (wannier ![1, Complex.I] 0) = 1 / 4) := by
  have g1 : IsGauge ![1, 1] := Fin.forall_fin_two.2 ⟨by simp, by simp⟩
  have g2 : IsGauge ![1, Complex.I] := Fin.forall_fin_two.2 ⟨by simp, by simp⟩
  refine ⟨⟨g1, ?_, ?_⟩, ⟨g2, ?_, ?_⟩⟩
  · exact funext (Fin.forall_fin_two.2
      ⟨by norm_num [wannier_apply], by norm_num [wannier_apply]⟩)
  · rw [variance_formula g1]
    simp
  · exact funext (Fin.forall_fin_two.2
      ⟨by simp [wannier_apply], by simp [wannier_apply, sub_eq_add_neg]⟩)
  · rw [variance_formula g2]
    simp

end

end TwoSiteWannier
```

```lean
#print axioms TwoSiteWannier.wannier_orthonormal
-- 'TwoSiteWannier.wannier_orthonormal' depends on axioms: [propext, Classical.choice, Quot.sound]
#print axioms TwoSiteWannier.variance_le
-- 'TwoSiteWannier.variance_le' depends on axioms: [propext, Classical.choice, Quot.sound]
#print axioms TwoSiteWannier.variance_eq_zero_iff
-- 'TwoSiteWannier.variance_eq_zero_iff' depends on axioms: [propext, Classical.choice, Quot.sound]
#print axioms TwoSiteWannier.spread_depends_on_gauge
-- 'TwoSiteWannier.spread_depends_on_gauge' depends on axioms: [propext, Classical.choice, Quot.sound]
```

**Q:** What should I not read into it?

**A:** The theorems concern two sites, one orbital per site and one band. No Hamiltonian appears, and longer rings and the mixing of several bands are not treated. As a counter-example to the claim that the spread is always gauge-independent, one such ring is enough.
